# Adding a vector to a linearly independent family multiplies the overlap determinant by the squared norm of its residual

Let $v_1,\dots,v_n$ be linearly independent vectors in a complex inner product space, with overlap matrix $S_{ij}=\langle v_i,v_j\rangle$. Let $w$ be a further vector, with overlaps $b_i=\langle v_i,w\rangle$. The overlap matrix $S'$ of the enlarged family $v_1,\dots,v_n,w$ satisfies

$$\det S'=\det S\,\bigl(\|w\|^2-b^\dagger S^{-1}b\bigr),\qquad \|w\|^2-b^\dagger S^{-1}b\ \ge 0 .$$

The factor is the squared norm of what remains of $w$ after its best fit by the $v_i$, and it vanishes exactly when $w$ lies in their span. In electronic structure, when a normalised function is added to a finite, linearly independent basis, a factor close to zero means that the basis already represents the function almost completely.

## Vectors, overlaps and the fit

The space `E` may have infinite dimension and need not be complete, so the vectors can be orbitals in a function space. The family is finite, is labelled by a type `ι`, and need not be normalised.

```lean
import Mathlib

open Matrix
open scoped ComplexOrder

namespace OverlapDeterminant

noncomputable section

variable {ι E : Type*} [Fintype ι] [DecidableEq ι]
  [NormedAddCommGroup E] [InnerProductSpace ℂ E]
```

The inner product is conjugate-linear in its first argument and linear in its second, as in Dirac notation. The overlap matrix has entries $S_{ij}=\langle v_i,v_j\rangle$.

```lean
/-- The overlap matrix of a family of vectors, with entries `⟨v i, v j⟩`. -/
def overlap {κ : Type*} (v : κ → E) : Matrix κ κ ℂ :=
  Matrix.of fun i j => inner ℂ (v i) (v j)
```

The column $b$ holds the overlaps of the family with the further vector, $b_i=\langle v_i,w\rangle$.

```lean
/-- The column `b` of overlaps `⟨v i, w⟩` of a further vector `w` with the family. -/
def overlapVec {κ : Type*} (v : κ → E) (w : E) : κ → ℂ :=
  fun i => inner ℂ (v i) w
```

The enlarged family keeps every $v_i$ and adds $w$ under one extra label, supplied by `Unit`.

```lean
/-- The family `v` enlarged by one further vector `w`. -/
def enlarge {κ : Type*} (v : κ → E) (w : E) : κ ⊕ Unit → E :=
  Sum.elim v (fun _ => w)
```

To fit $w$ by a combination $\sum_j c_j v_j$, require that the combination have the same overlap with each $v_i$ as $w$ has. This gives the linear system $Sc=b$, with solution $c=S^{-1}b$.

```lean
/-- The coefficients `S⁻¹ b` of the fit of `w` by the family `v`, meant for linearly
independent `v`, where the overlap matrix `S` is invertible. -/
def fitCoeff (v : ι → E) (w : E) : ι → ℂ :=
  (overlap v)⁻¹ *ᵥ overlapVec v w
```

The residual is the part of $w$ that the fit leaves over,

$$r=w-\sum_i c_i v_i .$$

For a dependent family $S$ is singular and Lean's `⁻¹` returns the zero matrix, so the fit has its intended meaning only under linear independence, which each theorem about it assumes.

```lean
/-- What is left of `w` after its fit by the family `v` is subtracted, meant for linearly
independent `v`. -/
def residual (v : ι → E) (w : E) : E :=
  w - ∑ i, fitCoeff v w i • v i
```

## A nonzero determinant means linear independence

Applying $S$ to a column of coefficients $x$ gives the overlaps of the family with the combined vector:

$$(Sx)_i=\sum_j\langle v_i,v_j\rangle x_j=\Bigl\langle v_i,\sum_j x_jv_j\Bigr\rangle .$$

This is linearity in the second argument, and it holds for every finite family.

```lean
omit [DecidableEq ι] in
/-- The overlap matrix applied to coefficients `x` gives the overlaps of the family with the
vector `∑ x j • v j`. -/
theorem overlap_mulVec (v : ι → E) (x : ι → ℂ) :
    overlap v *ᵥ x = overlapVec v (∑ j, x j • v j) := by
  ext i
  simp only [overlap, overlapVec, Matrix.mulVec, dotProduct, Matrix.of_apply, inner_sum,
    inner_smul_right]
  exact Finset.sum_congr rfl fun j _ => mul_comm _ _
```

Suppose first that the family is dependent, so that $\sum_j g_jv_j=0$ for some $g\neq0$. Then $Sg$ lists overlaps with the zero vector, so $Sg=0$ and $\det S=0$.

Conversely, suppose $\det S=0$. Some $x\ne0$ has $Sx=0$, which means that $u=\sum_jx_jv_j$ is orthogonal to every $v_i$. Then

$$\langle u,u\rangle=\sum_i\overline{x_i}\,\langle v_i,u\rangle=0,$$

so $u=0$ and the family is dependent.

Both directions use `Matrix.exists_mulVec_eq_zero_iff`, which says that a square matrix has zero determinant exactly when it sends some nonzero column to zero. The vanishing of $\langle u,u\rangle$ is `hself`.

```lean
/-- The overlap determinant is nonzero exactly when the vectors are linearly independent. -/
theorem overlap_det_ne_zero_iff (v : ι → E) :
    (overlap v).det ≠ 0 ↔ LinearIndependent ℂ v := by
  constructor
  · intro h
    rw [Fintype.linearIndependent_iff]
    intro g hg
    by_contra hne
    have hg0 : g ≠ 0 := fun h0 => hne fun i => congrFun h0 i
    refine h (Matrix.exists_mulVec_eq_zero_iff.mp ⟨g, hg0, ?_⟩)
    rw [overlap_mulVec, hg]
    ext i
    simp [overlapVec]
  · intro hv h
    obtain ⟨x, hx, h0⟩ := Matrix.exists_mulVec_eq_zero_iff.mpr h
    rw [overlap_mulVec] at h0
    have horth : ∀ i, inner ℂ (v i) (∑ j, x j • v j) = 0 := fun i => congrFun h0 i
    -- a combination orthogonal to every member of the family is orthogonal to itself
    have hself : inner ℂ (∑ j, x j • v j) (∑ j, x j • v j) = 0 := by
      conv_lhs => rw [sum_inner]
      exact Finset.sum_eq_zero fun i _ => by rw [inner_smul_left, horth i, mul_zero]
    exact hx (funext (Fintype.linearIndependent_iff.mp hv x (inner_self_eq_zero.mp hself)))
```

## The residual is orthogonal to the family

For linearly independent $v_i$ the matrix $S$ is invertible, so $c=S^{-1}b$ does solve $Sc=b$. Therefore

$$\langle v_i,r\rangle=b_i-\sum_jS_{ij}c_j=b_i-(Sc)_i=0 .$$

In the proof `hc` is the equation $Sc=b$. Rewriting it with `overlap_mulVec` turns it into a statement about overlaps, whose component $i$ is `hi`.

```lean
/-- For linearly independent `v`, the residual of `w` is orthogonal to every `v i`. -/
theorem inner_residual (v : ι → E) (hv : LinearIndependent ℂ v) (w : E) (i : ι) :
    inner ℂ (v i) (residual v w) = 0 := by
  have hu : IsUnit (overlap v).det :=
    isUnit_iff_ne_zero.mpr ((overlap_det_ne_zero_iff v).mpr hv)
  -- the fit coefficients solve the linear system S c = b
  have hc : overlap v *ᵥ fitCoeff v w = overlapVec v w := by
    rw [fitCoeff, Matrix.mulVec_mulVec, Matrix.mul_nonsing_inv _ hu, Matrix.one_mulVec]
  rw [overlap_mulVec] at hc
  have hi : inner ℂ (v i) (∑ j, fitCoeff v w j • v j) = inner ℂ (v i) w := congrFun hc i
  rw [residual, inner_sub_right, hi, sub_self]
```

## The squared norm of the residual

Expand the left factor of $\langle r,r\rangle$. The terms with $v_i$ vanish by orthogonality:

$$\langle r,r\rangle=\langle w,r\rangle-\sum_i\overline{c_i}\,\langle v_i,r\rangle=\langle w,r\rangle .$$

Now expand the right factor, using $\langle w,v_i\rangle=\overline{b_i}$:

$$\langle w,r\rangle=\|w\|^2-\sum_i c_i\langle w,v_i\rangle=\|w\|^2-\sum_i\overline{b_i}\,c_i=\|w\|^2-b^\dagger S^{-1}b .$$

The first line is `h1`. For the second, `h2` evaluates the subtracted term, $\langle w,\sum_ic_iv_i\rangle=b^\dagger c$, and the closing rewrite expands $\langle w,r\rangle$ and inserts $c=S^{-1}b$. The Lean equation is between complex numbers, with the norms read as complex numbers, and $b^\dagger$ is written `star (overlapVec v w)`. Since the left side is a real square, the equation also shows that $b^\dagger S^{-1}b$ is real.

```lean
/-- For linearly independent `v`, the squared norm of the residual of `w` is
`‖w‖² - bᴴ S⁻¹ b`. -/
theorem norm_residual_sq (v : ι → E) (hv : LinearIndependent ℂ v) (w : E) :
    (‖residual v w‖ : ℂ) ^ 2 =
      (‖w‖ : ℂ) ^ 2 - star (overlapVec v w) ⬝ᵥ (overlap v)⁻¹ *ᵥ overlapVec v w := by
  have hr : inner ℂ (residual v w) (residual v w) = (‖residual v w‖ : ℂ) ^ 2 :=
    inner_self_eq_norm_sq_to_K _
  have hw : inner ℂ w w = (‖w‖ : ℂ) ^ 2 := inner_self_eq_norm_sq_to_K _
  -- only the component w of the left factor contributes
  have h1 : inner ℂ (residual v w) (residual v w) = inner ℂ w (residual v w) := by
    conv_lhs => arg 2; rw [residual]
    rw [inner_sub_left, sum_inner, Finset.sum_eq_zero, sub_zero]
    intro i _
    rw [inner_smul_left, inner_residual v hv, mul_zero]
  have h2 : inner ℂ w (∑ i, fitCoeff v w i • v i) =
      star (overlapVec v w) ⬝ᵥ fitCoeff v w := by
    rw [inner_sum, dotProduct]
    refine Finset.sum_congr rfl fun i _ => ?_
    have hs : star (overlapVec v w) i = inner ℂ w (v i) := inner_conj_symm _ _
    rw [inner_smul_right, hs, mul_comm]
  rw [← hr, h1, residual, inner_sub_right, hw, h2, fitCoeff]
```

## The determinant of the enlarged family

With $w$ placed last, the enlarged overlap matrix is $S$ with a border, and it factorises:

$$S'=\begin{pmatrix}S&b\\ b^\dagger&\|w\|^2\end{pmatrix}
=\begin{pmatrix}1&0\\ b^\dagger S^{-1}&1\end{pmatrix}
\begin{pmatrix}S&b\\ 0&\|w\|^2-b^\dagger S^{-1}b\end{pmatrix}.$$

The first factor has determinant $1$, and the second has determinant $\det S\,(\|w\|^2-b^\dagger S^{-1}b)$. The lower right entry, the Schur complement of $S$, equals $\|r\|^2$ by the previous step and so is nonnegative.

The theorem states the product formula and the sign together. Its `0 ≤` compares complex numbers, and in the order used here this means that the factor is real and nonnegative. In the proof `hblock` is the bordered form, checked block by block, and `Matrix.det_fromBlocks₁₁` is the determinant formula for block matrices.

```lean
/-- For linearly independent `v`, adding `w` multiplies the overlap determinant by
`‖w‖² - bᴴ S⁻¹ b`, and this factor is real and nonnegative. -/
theorem det_overlap_enlarge (v : ι → E) (hv : LinearIndependent ℂ v) (w : E) :
    (overlap (enlarge v w)).det = (overlap v).det *
      ((‖w‖ : ℂ) ^ 2 - star (overlapVec v w) ⬝ᵥ (overlap v)⁻¹ *ᵥ overlapVec v w) ∧
    0 ≤ (‖w‖ : ℂ) ^ 2 - star (overlapVec v w) ⬝ᵥ (overlap v)⁻¹ *ᵥ overlapVec v w := by
  constructor
  · have hu : IsUnit (overlap v).det :=
      isUnit_iff_ne_zero.mpr ((overlap_det_ne_zero_iff v).mpr hv)
    let := Matrix.invertibleOfIsUnitDet (overlap v) hu
    -- the enlarged overlap matrix is S bordered by b, its adjoint and ‖w‖²
    have hblock : overlap (enlarge v w) = Matrix.fromBlocks (overlap v)
        (Matrix.of fun i (_ : Unit) => overlapVec v w i)
        (Matrix.of fun (_ : Unit) j => star (overlapVec v w) j)
        (Matrix.of fun (_ _ : Unit) => (‖w‖ : ℂ) ^ 2) := by
      ext i j
      rcases i with i | i <;> rcases j with j | j
      · rfl
      · rfl
      · exact (inner_conj_symm _ _).symm
      · exact inner_self_eq_norm_sq_to_K w
    rw [hblock, Matrix.det_fromBlocks₁₁, Matrix.invOf_eq_nonsing_inv, Matrix.mul_assoc]
    -- the Schur complement is a one-by-one matrix
    congr 1
    rw [Matrix.det_unique]
    simp only [Matrix.sub_apply, Matrix.mul_apply, Matrix.mulVec, dotProduct, Matrix.of_apply]
  · rw [← norm_residual_sq v hv w, ← Complex.ofReal_pow]
    exact Complex.zero_le_real.mpr (sq_nonneg _)
```

In the smallest case the family is empty. Then $\det S=1$, the term $b^\dagger S^{-1}b$ is an empty sum, and the formula reads $\det S'=\|w\|^2$. For a single vector $v\neq0$ it gives

$$\det S'=\|v\|^2\|w\|^2-|\langle v,w\rangle|^2,$$

and the sign of the factor is the Cauchy–Schwarz inequality. If both vectors are normalised and have overlap $s$, the determinant is $1-|s|^2$.

## The fit is the closest combination

Let $x$ be any other choice of coefficients. Then

$$w-\sum_ix_iv_i=r+\sum_i(c_i-x_i)v_i .$$

The second term lies in the span of the family and is therefore orthogonal to $r$. By Pythagoras,

$$\Bigl\|w-\sum_ix_iv_i\Bigr\|^2=\|r\|^2+\Bigl\|\sum_i(c_i-x_i)v_i\Bigr\|^2\ \ge\ \|r\|^2 .$$

The split is `hsplit`, the orthogonality is `horth`, and the identity for the squares is `hp`. The closing `nlinarith` passes from the squares to the norms themselves.

```lean
/-- For linearly independent `v`, no combination of the `v i` comes closer to `w` than the fit
with coefficients `S⁻¹ b`. -/
theorem norm_residual_le (v : ι → E) (hv : LinearIndependent ℂ v) (w : E) (x : ι → ℂ) :
    ‖residual v w‖ ≤ ‖w - ∑ i, x i • v i‖ := by
  have hsplit : w - ∑ i, x i • v i =
      residual v w + ∑ i, (fitCoeff v w i - x i) • v i := by
    simp only [residual, sub_smul, Finset.sum_sub_distrib]
    abel
  have horth : inner ℂ (residual v w) (∑ i, (fitCoeff v w i - x i) • v i) = 0 := by
    rw [inner_sum]
    refine Finset.sum_eq_zero fun i _ => ?_
    rw [inner_smul_right, inner_eq_zero_symm.mp (inner_residual v hv w i), mul_zero]
  -- Pythagoras
  have hp := norm_add_sq (𝕜 := ℂ) (residual v w) (∑ i, (fitCoeff v w i - x i) • v i)
  rw [horth, map_zero, ← hsplit] at hp
  by_contra hlt
  nlinarith [norm_nonneg (w - ∑ i, x i • v i), norm_nonneg (residual v w),
    sq_nonneg ‖∑ i, (fitCoeff v w i - x i) • v i‖]
```

## When the factor vanishes

The factor equals $\|r\|^2$. If it is zero, then $r=0$ and $w=\sum_ic_iv_i$ lies in the span. If instead $w=\sum_ix_iv_i$ for some $x$, the inequality just shown gives $\|r\|\le0$, so the factor is zero.

The Lean statement writes the span as `Submodule.span ℂ (Set.range v)`, and `Submodule.mem_span_range_iff_exists_fun` translates membership into the existence of coefficients. The criterion separates zero from nonzero; it does not say how small a factor a numerical calculation can tolerate.

```lean
/-- For linearly independent `v`, the factor `‖w‖² - bᴴ S⁻¹ b` vanishes exactly when `w` lies
in the span of the family. -/
theorem factor_eq_zero_iff (v : ι → E) (hv : LinearIndependent ℂ v) (w : E) :
    (‖w‖ : ℂ) ^ 2 - star (overlapVec v w) ⬝ᵥ (overlap v)⁻¹ *ᵥ overlapVec v w = 0 ↔
      w ∈ Submodule.span ℂ (Set.range v) := by
  rw [← norm_residual_sq v hv w, Submodule.mem_span_range_iff_exists_fun]
  constructor
  · intro h
    have h0 : residual v w = 0 :=
      norm_eq_zero.mp (Complex.ofReal_eq_zero.mp (pow_eq_zero_iff two_ne_zero |>.mp h))
    exact ⟨fitCoeff v w, (sub_eq_zero.mp h0).symm⟩
  · rintro ⟨x, hx⟩
    have hle := norm_residual_le v hv w x
    rw [hx, sub_self, norm_zero] at hle
    rw [le_antisymm hle (norm_nonneg _)]
    simp
```

## A bound for every finite family

Taking $x=0$ in the closest-fit inequality gives $\|r\|\le\|w\|$. For linearly independent $v_i$ it follows that

$$|\det S'|=|\det S|\,\|r\|^2\le|\det S|\,\|w\|^2 .$$

If the $v_i$ are dependent, the enlarged family is dependent too, so $\det S'=0$ and the bound holds trivially. The final theorem therefore needs no assumption of independence, and its proof treats the two cases in this order. In particular, adding a normalised vector never increases the modulus of the overlap determinant.

```lean
/-- Adding a vector `w` to any finite family multiplies the modulus of the overlap determinant
by at most `‖w‖²`. -/
theorem norm_det_enlarge_le (v : ι → E) (w : E) :
    ‖(overlap (enlarge v w)).det‖ ≤ ‖(overlap v).det‖ * ‖w‖ ^ 2 := by
  by_cases hv : LinearIndependent ℂ v
  · have hle := norm_residual_le v hv w 0
    simp only [Pi.zero_apply, zero_smul, Finset.sum_const_zero, sub_zero] at hle
    rw [(det_overlap_enlarge v hv w).1, ← norm_residual_sq v hv w, norm_mul, norm_pow,
      Complex.norm_real, norm_norm]
    gcongr
  · -- a dependent family stays dependent when it is enlarged
    have h0 : (overlap (enlarge v w)).det = 0 := by
      by_contra h
      exact hv (((overlap_det_ne_zero_iff _).mp h).comp Sum.inl Sum.inl_injective)
    rw [h0, norm_zero]
    positivity

end

end OverlapDeterminant
```

```lean
#print axioms OverlapDeterminant.norm_residual_sq
#print axioms OverlapDeterminant.factor_eq_zero_iff
#print axioms OverlapDeterminant.norm_det_enlarge_le
```

```
'OverlapDeterminant.norm_residual_sq' depends on axioms: [propext, Classical.choice, Quot.sound]
'OverlapDeterminant.factor_eq_zero_iff' depends on axioms: [propext, Classical.choice, Quot.sound]
'OverlapDeterminant.norm_det_enlarge_le' depends on axioms: [propext, Classical.choice, Quot.sound]
```
